# A positive definite stability matrix bounds free linear response

## Amplitudes, stability matrix and metric

Let \(n\) be a finite set labelling the excitations, for instance occupied–virtual orbital pairs. A vector \(z=(x,y)\) holds the excitation amplitudes \(x\) and the de-excitation amplitudes \(y\), all complex, and \(\|z\|^2\) is the sum of their squared moduli. With \(A\) Hermitian and \(B\) symmetric, put

\[
N=\begin{pmatrix}A&B\\ \bar B&\bar A\end{pmatrix},\qquad
\eta=\begin{pmatrix}1&0\\0&-1\end{pmatrix}.
\]

The bar is entrywise complex conjugation, and \(\hbar=1\). Without a driving field the amplitudes obey

\[
i\dot z=\eta Nz .
\]

A mode \(z(t)=e^{-i\omega t}z(0)\) turns this into the familiar eigenvalue problem \(Nz=\omega\,\eta z\).

We call \(z^\dagger Nz\) the quadratic energy. If \(A\) and \(B\) come from the second derivatives of an energy at a stationary reference state, as in time-dependent Hartree–Fock theory, then for \(y=\bar x\) it is twice the second-order change of that energy. Suppose that real numbers \(m>0\) and \(L\) satisfy

\[
m\|v\|^2\le v^\dagger Nv\le L\|v\|^2\quad\text{for all }v .
\]

Here \(m\) bounds the curvature of the energy from below and \(L\) bounds it from above. The condition \(m>0\) excludes zero modes. When \(N\) comes from an energy in the way just described, the condition also says that the reference state is a strict minimum to second order with respect to the excitations included.

## Conservation of the quadratic energy gives the bound

The claim is that every solution satisfies, at all real times,

\[
\|z(t)\|^2\le \frac{L}{m}\,\|z(0)\|^2 .
\]

First, \(N\) is Hermitian. Its diagonal blocks are Hermitian because \(A\) is, and its off-diagonal blocks match because \(B^\dagger=\overline{B^T}=\bar B\). The metric \(\eta\) is Hermitian too.

Write \(g=Nz\), so that \(\dot z=-i\eta g\). The product rule gives

\[
\frac{d}{dt}z^\dagger Nz=\dot z^\dagger g+g^\dagger\dot z
= i\,g^\dagger\eta g-i\,g^\dagger\eta g=0 .
\]

The quadratic energy is therefore constant, and

\[
m\|z(t)\|^2\le z(t)^\dagger Nz(t)=z(0)^\dagger Nz(0)\le L\|z(0)\|^2 .
\]

Division by \(m\) finishes the argument. In adiabatic linear-response TDDFT or the random-phase approximation with a finite basis and time-independent \(A\) and \(B\), a positive definite \(N\) thus keeps free amplitudes bounded.

## One mode attains the factor

For \(0<m\le L\), take a single mode with \(A=a=(L+m)/2\) and \(B=b=(L-m)/2\). Set \(u=(x+y)/\sqrt2\) and \(w=(x-y)/\sqrt2\). Then

\[
z^\dagger Nz=L|u|^2+m|w|^2,\qquad \dot u=-im\,w,\qquad \dot w=-iL\,u ,
\]

so both energy bounds hold. Starting with unit norm in the stiff direction, \(u(0)=1\) and \(w(0)=0\), gives

\[
u=\cos(\sqrt{mL}\,t),\qquad w=-i\sqrt{L/m}\,\sin(\sqrt{mL}\,t).
\]

At \(t=\pi/(2\sqrt{mL})\) the squared norm is exactly \(L/m\).

## Exponential growth for \(a^2<b^2\)

Now let \(a\) and \(b\) be any real numbers with \(a^2<b^2\), and put \(k=\sqrt{b^2-a^2}\). The eigenvalues \(a\pm b\) of \(N\) have opposite signs. Consider

\[
x=b\,e^{kt},\qquad y=(ik-a)\,e^{kt}.
\]

Substitution gives \(-i(ax+by)=kx\) and \(i(bx+ay)=ky\), where the second uses \(b^2-a^2=k^2\). This is therefore a solution. Its squared norm is \((b^2+k^2+a^2)e^{2kt}=2b^2e^{2kt}\), or \(e^{2kt}\) after normalisation at \(t=0\), and no constant bounds it for all times.

## The bound in a real-time propagation

In a program that propagates these equations, \(z^\dagger Nz\) can be monitored as a check on the integrator, whereas \(\|z\|^2\) may legitimately vary. When there is at least one excitation and \(N\) is positive definite, its smallest and largest eigenvalues are the best \(m\) and \(L\) that the two energy bounds allow. For real \(A\) and \(B\) they are found among the eigenvalues of \(A+B\) and \(A-B\), the matrices examined in a stability analysis. Even with these values the factor \(L/m\) need not be reached for a given \(N\): for \(B=0\) the matrix \(\eta N\) is Hermitian and \(\|z\|^2\) is constant.

## What the Lean statement says

The type `n ⊕ n` joins the two sets of amplitudes. Despite its name, `amplitude` is the squared norm \(\|z\|^2\), and `energy` is the real part of \(z^\dagger Nz\), which loses nothing for Hermitian \(N\). `IsResponse A B z` says that the trajectory `z` has derivative \(-i\eta Nz\) at every real time. The hypotheses `hlow` and `hup` are the two energy bounds, required for every vector.

The theorem `bounded_response` concerns any given solution and does not assert that one exists for each initial vector. The matrices are finite and constant, and their properties are assumed, not derived from an electronic Hamiltonian or a density functional. The instability theorem treats one mode with real entries.

The evolution could also have been modelled by the propagator \(e^{-i\eta Nt}\). Existence would then be built in, the equation of motion would have to be derived, and the result would become a bound \(\sqrt{L/m}\) on the propagator's operator norm.

```lean
import Mathlib

open Matrix

namespace BoundedLinearResponse

noncomputable section

variable {n : Type*} [Fintype n] [DecidableEq n]

/-- The stability matrix with blocks `A`, `B`, `conj B`, `conj A`. -/
def stabilityMatrix (A B : Matrix n n ℂ) : Matrix (n ⊕ n) (n ⊕ n) ℂ :=
  fromBlocks A B (B.map star) (A.map star)

/-- The metric `diag(1, -1)` on excitation and de-excitation amplitudes. -/
def metric (n : Type*) [DecidableEq n] : Matrix (n ⊕ n) (n ⊕ n) ℂ :=
  fromBlocks 1 0 0 (-1)

/-- The squared norm of a vector of amplitudes. -/
def amplitude (z : n ⊕ n → ℂ) : ℝ := ∑ i, ‖z i‖ ^ 2

/-- The quadratic energy `z† N z` of the amplitudes `z` (its real part). -/
def energy (A B : Matrix n n ℂ) (z : n ⊕ n → ℂ) : ℝ :=
  (star z ⬝ᵥ stabilityMatrix A B *ᵥ z).re

/-- The trajectory `z` solves the linear-response equation `i z' = diag(1, -1) N z`. -/
def IsResponse (A B : Matrix n n ℂ) (z : ℝ → n ⊕ n → ℂ) : Prop :=
  ∀ t, HasDerivAt z ((-Complex.I) • (metric n *ᵥ (stabilityMatrix A B *ᵥ z t))) t

omit [Fintype n] [DecidableEq n] in
/-- The stability matrix is Hermitian when `A` is Hermitian and `B` is symmetric. -/
theorem stabilityMatrix_isHermitian {A B : Matrix n n ℂ} (hA : A.IsHermitian)
    (hB : B.IsSymm) : (stabilityMatrix A B).IsHermitian := by
  refine IsHermitian.fromBlocks hA ?_ (IsHermitian.ext fun i j => congrArg star (hA.apply i j))
  rw [Matrix.conjTranspose, hB.eq]

/-- A Hermitian matrix can be moved from one side of the inner product to the other. -/
theorem hermitian_move {k : Type*} [Fintype k] {M : Matrix k k ℂ} (hM : M.IsHermitian)
    (x y : k → ℂ) : star x ⬝ᵥ M *ᵥ y = star (M *ᵥ x) ⬝ᵥ y := by
  rw [Matrix.star_mulVec, hM.eq, Matrix.dotProduct_mulVec]

/-- The product rule for the quadratic form `z† M z` along a trajectory. -/
theorem hasDerivAt_form {k : Type*} [Fintype k] (M : Matrix k k ℂ) {z : ℝ → k → ℂ}
    {v : k → ℂ} {t : ℝ} (h : HasDerivAt z v t) :
    HasDerivAt (fun s => star (z s) ⬝ᵥ M *ᵥ z s)
      (star v ⬝ᵥ M *ᵥ z t + star (z t) ⬝ᵥ M *ᵥ v) t := by
  have hc := hasDerivAt_pi.1 h
  have hM : ∀ i, HasDerivAt (fun s => (M *ᵥ z s) i) ((M *ᵥ v) i) t := fun i => by
    simp only [Matrix.mulVec, dotProduct]
    exact HasDerivAt.fun_sum fun j _ => (hc j).const_mul (M i j)
  simp only [dotProduct, Pi.star_apply, ← Finset.sum_add_distrib]
  exact HasDerivAt.fun_sum fun i _ => (hc i).star.fun_mul (hM i)

/-- For Hermitian `A` and symmetric `B`, the quadratic energy is conserved along every solution of
the response equation. -/
theorem energy_conserved {A B : Matrix n n ℂ} (hA : A.IsHermitian) (hB : B.IsSymm)
    {z : ℝ → n ⊕ n → ℂ} (hz : IsResponse A B z) (t : ℝ) :
    energy A B (z t) = energy A B (z 0) := by
  have hη : (metric n).IsHermitian :=
    IsHermitian.fromBlocks isHermitian_one (by simp) isHermitian_one.neg
  have hd : ∀ s, HasDerivAt (fun r => star (z r) ⬝ᵥ stabilityMatrix A B *ᵥ z r) 0 s := by
    intro s
    refine (hasDerivAt_form (stabilityMatrix A B) (hz s)).congr_deriv ?_
    rw [hermitian_move (stabilityMatrix_isHermitian hA hB) (z s)]
    -- with g = N z the two terms are i (η g)† g and -i g† (η g)
    generalize stabilityMatrix A B *ᵥ z s = g
    have hI : star (-Complex.I) = Complex.I := by simp
    rw [star_smul, smul_dotProduct, dotProduct_smul, hermitian_move hη g g, hI]
    simp only [smul_eq_mul]
    ring
  exact congrArg Complex.re (is_const_of_deriv_eq_zero
    (fun s => (hd s).differentiableAt) (fun s => (hd s).deriv) t 0)

/-- Bounded response for Hermitian `A` and symmetric `B`: if the quadratic energy lies between `m`
and `L` times the squared norm, with `m > 0`, then the squared norm of a solution never exceeds `L /
m` times its initial value. -/
theorem bounded_response {A B : Matrix n n ℂ} (hA : A.IsHermitian) (hB : B.IsSymm)
    {m L : ℝ} (hm : 0 < m) (hlow : ∀ v, m * amplitude v ≤ energy A B v)
    (hup : ∀ v, energy A B v ≤ L * amplitude v)
    {z : ℝ → n ⊕ n → ℂ} (hz : IsResponse A B z) (t : ℝ) :
    amplitude (z t) ≤ L / m * amplitude (z 0) := by
  rw [div_mul_eq_mul_div, le_div_iff₀ hm]
  linarith [hlow (z t), hup (z 0), energy_conserved hA hB hz t]

/-- The one-by-one block with real entry `a`. -/
def oneMode (a : ℝ) : Matrix Unit Unit ℂ := fun _ _ => (a : ℂ)

/-- The amplitudes `(x, y)` of a single mode. -/
def pair (x y : ℂ) : Unit ⊕ Unit → ℂ := Sum.elim (fun _ => x) (fun _ => y)

/-- The squared norm of one-mode amplitudes in real and imaginary parts. -/
theorem amplitude_oneMode (z : Unit ⊕ Unit → ℂ) :
    amplitude z = (z (.inl ())).re ^ 2 + (z (.inl ())).im ^ 2
      + (z (.inr ())).re ^ 2 + (z (.inr ())).im ^ 2 := by
  simp [amplitude, Fintype.sum_sum_type, Complex.sq_norm, Complex.normSq_apply]
  ring

/-- For real `a` and `b`, functions with `i x' = a x + b y` and `-i y' = b x + a y` solve the
one-mode response equation. -/
theorem isResponse_oneMode {a b : ℝ} {x y : ℝ → ℂ}
    (hx : ∀ t, HasDerivAt x (-Complex.I * (a * x t + b * y t)) t)
    (hy : ∀ t, HasDerivAt y (Complex.I * (b * x t + a * y t)) t) :
    IsResponse (oneMode a) (oneMode b) (fun t => pair (x t) (y t)) := by
  intro t
  rw [hasDerivAt_pi]
  rintro (u | u)
  · refine (hx t).congr_deriv ?_
    simp [metric, stabilityMatrix, Matrix.fromBlocks_multiply, oneMode, pair, Matrix.mulVec,
      dotProduct, Fintype.sum_sum_type]
  · refine (hy t).congr_deriv ?_
    simp [metric, stabilityMatrix, Matrix.fromBlocks_multiply, oneMode, pair, Matrix.mulVec,
      dotProduct, Fintype.sum_sum_type]
    ring

/-- The factor `L / m` is sharp: for all `0 < m ≤ L` the one-mode problem with `A = (L + m) / 2`
and `B = (L - m) / 2` obeys both energy bounds and has a nonzero solution attaining the factor. -/
theorem bounded_response_sharp {m L : ℝ} (hm : 0 < m) (hmL : m ≤ L) :
    (∀ v, m * amplitude v ≤ energy (oneMode ((L + m) / 2)) (oneMode ((L - m) / 2)) v) ∧
    (∀ v, energy (oneMode ((L + m) / 2)) (oneMode ((L - m) / 2)) v ≤ L * amplitude v) ∧
    ∃ (z : ℝ → Unit ⊕ Unit → ℂ) (t : ℝ),
      IsResponse (oneMode ((L + m) / 2)) (oneMode ((L - m) / 2)) z ∧
      0 < amplitude (z 0) ∧ amplitude (z t) = L / m * amplitude (z 0) := by
  have hE : ∀ (a b : ℝ) (v : Unit ⊕ Unit → ℂ), energy (oneMode a) (oneMode b) v =
      a * amplitude v + 2 * b * ((v (.inl ())).re * (v (.inr ())).re
        + (v (.inl ())).im * (v (.inr ())).im) := by
    intro a b v
    rw [amplitude_oneMode]
    simp [energy, stabilityMatrix, oneMode, Matrix.mulVec, dotProduct, Fintype.sum_sum_type]
    ring
  have hd : 0 ≤ L - m := sub_nonneg.2 hmL
  refine ⟨fun v => ?_, fun v => ?_, ?_⟩
  · rw [hE, amplitude_oneMode]
    nlinarith [mul_nonneg hd (sq_nonneg ((v (.inl ())).re + (v (.inr ())).re)),
      mul_nonneg hd (sq_nonneg ((v (.inl ())).im + (v (.inr ())).im))]
  · rw [hE, amplitude_oneMode]
    nlinarith [mul_nonneg hd (sq_nonneg ((v (.inl ())).re - (v (.inr ())).re)),
      mul_nonneg hd (sq_nonneg ((v (.inl ())).im - (v (.inr ())).im))]
  -- write m = p², L = q²; the mode oscillates with frequency p q
  obtain ⟨p, hp, rfl⟩ : ∃ p : ℝ, 0 < p ∧ m = p ^ 2 :=
    ⟨√m, Real.sqrt_pos.2 hm, (Real.sq_sqrt hm.le).symm⟩
  obtain ⟨q, hq, rfl⟩ : ∃ q : ℝ, 0 < q ∧ L = q ^ 2 :=
    ⟨√L, Real.sqrt_pos.2 (hm.trans_le hmL), (Real.sq_sqrt (hm.le.trans hmL)).symm⟩
  have hamp : ∀ c s : ℝ, amplitude (pair (p * c - Complex.I * (q * s))
      (p * c + Complex.I * (q * s))) = 2 * (p ^ 2 * c ^ 2 + q ^ 2 * s ^ 2) := by
    intro c s
    rw [amplitude_oneMode]
    simp [pair]
    ring
  have hl : ∀ t : ℝ, HasDerivAt (fun s : ℝ => p * q * s) (p * q) t := fun t =>
    ((hasDerivAt_id' t).const_mul (p * q)).congr_deriv (mul_one _)
  have hc := fun t => (hl t).cos.ofReal_comp.const_mul (p : ℂ)
  have hs := fun t => ((hl t).sin.ofReal_comp.const_mul (q : ℂ)).const_mul Complex.I
  have hθ : p * q * (Real.pi / (2 * (p * q))) = Real.pi / 2 := by field_simp
  refine ⟨fun t => pair (p * (Real.cos (p * q * t) : ℝ) - Complex.I * (q * (Real.sin (p * q * t) : ℝ)))
    (p * (Real.cos (p * q * t) : ℝ) + Complex.I * (q * (Real.sin (p * q * t) : ℝ))),
    Real.pi / (2 * (p * q)), isResponse_oneMode (fun t => ?_) (fun t => ?_), ?_, ?_⟩
  · refine ((hc t).fun_sub (hs t)).congr_deriv ?_
    simp only [Complex.ofReal_neg, Complex.ofReal_mul, Complex.ofReal_add, Complex.ofReal_sub,
      Complex.ofReal_div, Complex.ofReal_pow, Complex.ofReal_ofNat]
    linear_combination (-(p : ℂ) ^ 2 * q * (Real.sin (p * q * t) : ℝ)) * Complex.I_sq
  · refine ((hc t).fun_add (hs t)).congr_deriv ?_
    simp only [Complex.ofReal_neg, Complex.ofReal_mul, Complex.ofReal_add, Complex.ofReal_sub,
      Complex.ofReal_div, Complex.ofReal_pow, Complex.ofReal_ofNat]
    linear_combination (-(p : ℂ) ^ 2 * q * (Real.sin (p * q * t) : ℝ)) * Complex.I_sq
  · beta_reduce
    rw [hamp, mul_zero, Real.cos_zero, Real.sin_zero]
    positivity
  · -- after a quarter period all the energy sits in the soft direction
    beta_reduce
    rw [hamp, hamp, hθ, mul_zero, Real.cos_zero, Real.sin_zero, Real.cos_pi_div_two,
      Real.sin_pi_div_two, div_mul_eq_mul_div, eq_div_iff (by positivity)]
    ring

/-- Instability: for one mode with real `a`, `b` and `a² < b²` there is a nonzero solution whose
squared norm grows as `exp (2 √(b² - a²) t)`. -/
theorem unstable_response {a b : ℝ} (hab : a ^ 2 < b ^ 2) :
    ∃ z : ℝ → Unit ⊕ Unit → ℂ, IsResponse (oneMode a) (oneMode b) z ∧ 0 < amplitude (z 0) ∧
      ∀ t, amplitude (z t) = Real.exp (2 * √(b ^ 2 - a ^ 2) * t) * amplitude (z 0) := by
  have hk : √(b ^ 2 - a ^ 2) ^ 2 = b ^ 2 - a ^ 2 := Real.sq_sqrt (sub_nonneg.2 hab.le)
  generalize √(b ^ 2 - a ^ 2) = k at hk ⊢
  have hkC : (k : ℂ) ^ 2 = (b : ℂ) ^ 2 - (a : ℂ) ^ 2 := by exact_mod_cast hk
  have hb : 0 < b ^ 2 := (sq_nonneg a).trans_lt hab
  have hamp : ∀ e : ℝ, amplitude (pair (b * e) ((Complex.I * k - a) * e))
      = 2 * b ^ 2 * e ^ 2 := by
    intro e
    rw [amplitude_oneMode]
    simp [pair]
    linear_combination e ^ 2 * hk
  have he := fun t : ℝ =>
    (((hasDerivAt_id' t).const_mul k).congr_deriv (mul_one k)).exp.ofReal_comp
  refine ⟨fun t => pair (b * (Real.exp (k * t) : ℝ))
    ((Complex.I * k - a) * (Real.exp (k * t) : ℝ)),
    isResponse_oneMode (fun t => ?_) (fun t => ?_), ?_, fun t => ?_⟩
  · refine ((he t).const_mul (b : ℂ)).congr_deriv ?_
    simp only [Complex.ofReal_mul]
    linear_combination ((b : ℂ) * k * (Real.exp (k * t) : ℝ)) * Complex.I_sq
  · refine ((he t).const_mul (Complex.I * k - a)).congr_deriv ?_
    simp only [Complex.ofReal_mul]
    linear_combination (Complex.I * (Real.exp (k * t) : ℝ)) * hkC
      - ((a : ℂ) * k * (Real.exp (k * t) : ℝ)) * Complex.I_sq
  · beta_reduce
    rw [hamp]
    positivity
  · have h2 : Real.exp (2 * k * t) = Real.exp (k * t) ^ 2 := by
      rw [sq, ← Real.exp_add]
      congr 1
      ring
    beta_reduce
    rw [hamp, hamp, h2, mul_zero, Real.exp_zero]
    ring

end

end BoundedLinearResponse
```

```lean
#print axioms BoundedLinearResponse.bounded_response
-- 'BoundedLinearResponse.bounded_response' depends on axioms: [propext, Classical.choice, Quot.sound]
#print axioms BoundedLinearResponse.bounded_response_sharp
-- 'BoundedLinearResponse.bounded_response_sharp' depends on axioms: [propext, Classical.choice, Quot.sound]
#print axioms BoundedLinearResponse.unstable_response
-- 'BoundedLinearResponse.unstable_response' depends on axioms: [propext, Classical.choice, Quot.sound]
```

## From the product rule to the explicit solutions

`stabilityMatrix_isHermitian` checks the blocks of \(N\), and `hermitian_move` expresses \(x^\dagger My=(Mx)^\dagger y\) for a Hermitian matrix \(M\). The product rule is `hasDerivAt_form`, proved component by component.

In `energy_conserved`, the `generalize` step names \(Nz\) as `g`, as in the derivation above. After \(\eta\) has been moved across the inner product, `ring` cancels the two terms. A function whose derivative vanishes everywhere is constant, and taking real parts gives conservation of `energy`. `bounded_response` then clears the denominator using \(m>0\), and `linarith` combines the lower bound at \(t\), conservation, and the upper bound at \(0\).

For `bounded_response_sharp`, the local formula `hE` expands the one-mode energy. The two `nlinarith` calls rest on the identities

\[
z^\dagger Nz-m\|z\|^2=\tfrac{L-m}{2}|x+y|^2,\qquad
L\|z\|^2-z^\dagger Nz=\tfrac{L-m}{2}|x-y|^2 .
\]

The proof then writes \(m=p^2\) and \(L=q^2\) with \(p,q>0\), which removes the square roots from the solution. Its trajectory is the one above multiplied by \(\sqrt2\,p\), so its squared norm is \(2m\) at \(t=0\) and \(2L\) a quarter period later.

Both explicit solutions go through `isResponse_oneMode`, which reduces the matrix equation to two scalar ones. The `linear_combination` steps verify these using \(i^2=-1\) and, in `unstable_response`, also \(k^2=b^2-a^2\). There `hamp` computes the squared norm \(2b^2e^{2kt}\), from which the growth law follows.
